# How a change of Foldy–Wouthuysen convention at first order shifts the second-order sum over states

## Two Hamiltonians for the same electron

A Foldy–Wouthuysen transformation reduces the Dirac Hamiltonian to a two-component operator, order by order in 1/c². With the rest energy removed and t = c⁻², the result has the form

H(t) = H0 + t H1 + t² H2 + …

Here H0 is the nonrelativistic Hamiltonian, H1 holds the leading relativistic corrections, and H2 the next ones. The form is not unique. A further unitary rotation exp(tS) within the two-component space, with S anti-Hermitian, gives an equally valid Hamiltonian, in general with different H1 and H2.

Suppose that H1 is taken from one derivation and H2 from another. The first-order energy gives no warning, because it is the same in both conventions. A discrepancy can first appear at order t², that is, c⁻⁴.

## What the rotation does to the operators

Write [A, B] = AB − BA. To second order in t, the rotated Hamiltonian is

(1 + tS + t²S²/2)(H0 + tH1 + t²H2)(1 − tS + t²S²/2).

The terms of order t are

H1' = H1 + SH0 − H0S = H1 + [S, H0].

The terms of order t² are

H2 + SH1 − H1S + S²H0/2 − SH0S + H0S²/2 = H2 + K,

K = [S, H1] + [S, [S, H0]]/2.

The terms omitted from the exponentials start at t³ and leave these two orders unchanged.

## First-order energies agree

Let the states m form an orthonormal eigenbasis of H0 with real energies e_m, and let g be the level of interest. Define

v_m = ⟨m, H1 g⟩, s_m = ⟨m, S g⟩, Δ_m = e_g − e_m.

In ⟨m, (SH0 − H0S) g⟩, the first H0 acts on g and the second on m, so

⟨m, H1' g⟩ = v_m + Δ_m s_m.

For m = g the added term vanishes, and the first-order energy is unchanged.

## The second-order sums over states differ by an expectation value

Let g be non-degenerate and H1 Hermitian. The second-order energy of a perturbation W is

E2(W) = Σ_{m≠g} |⟨m, W g⟩|² / Δ_m.

Replacing H1 by H1' changes the term for state m by

(|v_m + Δ_m s_m|² − |v_m|²)/Δ_m = s_m* v_m + v_m* s_m + Δ_m |s_m|².

Call the right-hand side F_m. It contains no denominator, so it is also defined for m = g. There v_g is real, s_g is imaginary and Δ_g = 0, which gives F_g = 0. The sum can therefore run over all states, and completeness yields

Σ_m F_m = ⟨Sg, H1 g⟩ + ⟨H1 g, Sg⟩ + e_g⟨Sg, Sg⟩ − ⟨Sg, H0 Sg⟩.

Moving S and H1 to the right-hand side of each inner product gives

Σ_m F_m = −⟨g, SH1 g⟩ + ⟨g, H1S g⟩ − e_g⟨g, S² g⟩ + ⟨g, SH0S g⟩.

Since H0 g = e_g g, this is −⟨g, K g⟩. Hence

E2(H1') − E2(H1) = −⟨g, K g⟩.

The complete second-order energy also contains the expectation value of the second-order operator. If H2 becomes H2 + K, the two changes cancel. If H1' is combined with the old H2, the energy is wrong by −t²⟨g, K g⟩ at order t², unless that expectation value happens to vanish.

## A two-level example

Take energies 0 and 1, with

H1 = (0 1; 1 0), S = (0 1; −1 0).

For the lower level the coupling is 1 before the rotation and 1 + (0 − 1)(−1) = 2 after it. The second-order energy changes from −1 to −4. Here ⟨g, K g⟩ = 3, so a consistent treatment adds 3 and restores −1.

## The statement in Lean

Operators are elements of `Module.End ℂ V`, the linear maps of a complex inner product space to itself. The finite orthonormal basis `b` makes the space finite-dimensional, so Hermitian matrices are included. Lean's inner product is conjugate-linear in its first argument, as in the derivation above.

- `rotated H0 H1 S` is H1', and `induced H0 H1 S` is K.
- `secondOrder b e g W` is E2(W); `univ.erase g` removes the state g from the sum.
- `hH` says that each `b m` is an eigenvector of H0 with real energy `e m`. This makes H0 Hermitian.
- `hg` says that no other basis state has the energy of g. Other levels may be degenerate among themselves.
- `h1` says that H1 is Hermitian, and `hS` that S is anti-Hermitian.

The main theorem, `second_order_shift`, equates a real energy difference, regarded as a complex number, with minus the expectation value of K. In `consistent_second_order`, H2 is arbitrary.

The second-order energy is defined by the sum over states; the file does not derive that sum from the eigenvalues of H(t). Nor does it derive H1 or H2 from the Dirac equation, or treat unbounded operators and continuous spectra. In a finite basis, the commutators are those of the matrices themselves. The condition on g also excludes a Kramers doublet, unless a symmetry shared by all the operators places its partners in separate blocks.

For finite matrix models with a non-degenerate reference level, the result applies to two-component energies carried to order c⁻⁴: taking H1 and H2 from the same convention avoids the error −t²⟨g, K g⟩.

## The complete file

```lean
import Mathlib

open Finset Matrix
open scoped ComplexConjugate

namespace FoldyWouthuysenConventions

noncomputable section

variable {V ι : Type*} [NormedAddCommGroup V] [InnerProductSpace ℂ V]
  [Fintype ι] [DecidableEq ι]

/-- The commutator `[A, B] = AB - BA` of two operators. -/
def comm (A B : Module.End ℂ V) : Module.End ℂ V := A * B - B * A

/-- The first-order operator in the rotated convention, `H1' = H1 + [S, H0]`. -/
def rotated (H0 H1 S : Module.End ℂ V) : Module.End ℂ V := H1 + comm S H0

/-- The second-order operator `[S, H1] + [S, [S, H0]] / 2` induced by the rotation. -/
def induced (H0 H1 S : Module.End ℂ V) : Module.End ℂ V :=
  comm S H1 + (1 / 2 : ℂ) • comm S (comm S H0)

/-- The sum over states `∑ |⟨m, W g⟩|² / (e g - e m)`, over `m ≠ g`, for the second-order energy of
level `g` under a Hermitian perturbation `W`. It has this meaning if `b` is an eigenbasis of the
unperturbed operator with energies `e` and the level `g` is not degenerate. -/
def secondOrder (b : OrthonormalBasis ι ℂ V) (e : ι → ℝ) (g : ι) (W : Module.End ℂ V) : ℝ :=
  ∑ m ∈ univ.erase g, ‖inner ℂ (b m) (W (b g))‖ ^ 2 / (e g - e m)

/-- Conjugating `H0 + t H1 + t² H2` with the exponentials of `tS` and `-tS`, each truncated after
second order, gives `H1'` at order `t` and `H2` plus the induced operator at order `t²`;
the remaining terms are of orders three to six. -/
theorem rotation_expansion (H0 H1 H2 S : Module.End ℂ V) :
    ∃ R3 R4 R5 R6 : Module.End ℂ V, ∀ t : ℂ,
      (1 + t • S + (t ^ 2 / 2) • (S * S)) * (H0 + t • H1 + t ^ 2 • H2) *
        (1 - t • S + (t ^ 2 / 2) • (S * S)) =
      H0 + t • rotated H0 H1 S + t ^ 2 • (H2 + induced H0 H1 S) +
        t ^ 3 • R3 + t ^ 4 • R4 + t ^ 5 • R5 + t ^ 6 • R6 := by
  let T : Module.End ℂ V := (1 / 2 : ℂ) • (S * S)
  -- collect the products by their total order in t
  refine ⟨S * H2 - H2 * S + T * H1 + H1 * T - S * H1 * S + S * H0 * T - T * H0 * S,
    H2 * T + S * H1 * T - S * H2 * S + T * H0 * T - T * H1 * S + T * H2,
    S * H2 * T + T * H1 * T - T * H2 * S, T * H2 * T, fun t => ?_⟩
  simp only [T, rotated, induced, comm, mul_add, add_mul, mul_sub, sub_mul, smul_mul_assoc,
    mul_smul_comm, one_mul, mul_one, mul_assoc]
  module

/-- If the basis states are eigenstates of `H0` with real energies, then `H0` acts to the left on
a basis state by multiplication with its energy. -/
theorem bra_eigen {b : OrthonormalBasis ι ℂ V} {e : ι → ℝ} {H0 : Module.End ℂ V}
    (hH : ∀ m, H0 (b m) = (e m : ℂ) • b m) (m : ι) (x : V) :
    inner ℂ (b m) (H0 x) = (e m : ℂ) * inner ℂ (b m) x := by
  have ho := orthonormal_iff_ite.mp b.orthonormal
  conv_lhs => rw [← b.sum_repr' x]
  simp only [map_sum, map_smul, hH, inner_sum, inner_smul_right, ho, mul_ite, mul_one,
    mul_zero, Finset.sum_ite_eq, Finset.mem_univ, if_true]
  ring

/-- In an eigenbasis of `H0` the rotation changes the coupling of states `m` and `g` by their
energy difference times the matrix element of `S`. -/
theorem rotated_coupling {b : OrthonormalBasis ι ℂ V} {e : ι → ℝ} {H0 : Module.End ℂ V}
    (hH : ∀ m, H0 (b m) = (e m : ℂ) • b m) (H1 S : Module.End ℂ V) (m g : ι) :
    inner ℂ (b m) (rotated H0 H1 S (b g)) =
      inner ℂ (b m) (H1 (b g)) + ((e g : ℂ) - e m) * inner ℂ (b m) (S (b g)) := by
  simp only [rotated, comm, LinearMap.add_apply, LinearMap.sub_apply, Module.End.mul_apply,
    hH, map_smul, inner_add_right, inner_sub_right, inner_smul_right, bra_eigen hH]
  ring

/-- If the basis states are eigenstates of `H0` with real energies, then `H1` and `H1'` have the
same expectation value in each of them. -/
theorem first_order_invariant {b : OrthonormalBasis ι ℂ V} {e : ι → ℝ} {H0 : Module.End ℂ V}
    (hH : ∀ m, H0 (b m) = (e m : ℂ) • b m) (H1 S : Module.End ℂ V) (g : ι) :
    inner ℂ (b g) (rotated H0 H1 S (b g)) = inner ℂ (b g) (H1 (b g)) := by
  rw [rotated_coupling hH, sub_self, zero_mul, add_zero]

/-- Let the basis states be eigenstates of `H0` with real energies. For a non-degenerate level `g`,
Hermitian `H1` and anti-Hermitian `S`, the second-order energy of `H1'` minus that of `H1` is
`-⟨g, ([S, H1] + [S, [S, H0]] / 2) g⟩`. -/
theorem second_order_shift {b : OrthonormalBasis ι ℂ V} {e : ι → ℝ} {H0 H1 S : Module.End ℂ V}
    {g : ι} (hH : ∀ m, H0 (b m) = (e m : ℂ) • b m) (hg : ∀ m, m ≠ g → e m ≠ e g)
    (h1 : LinearMap.IsSymmetric H1) (hS : ∀ x y, inner ℂ (S x) y = -inner ℂ x (S y)) :
    ((secondOrder b e g (rotated H0 H1 S) - secondOrder b e g H1 : ℝ) : ℂ) =
      -inner ℂ (b g) (induced H0 H1 S (b g)) := by
  let s : ι → ℂ := fun m => inner ℂ (b m) (S (b g))
  let v : ι → ℂ := fun m => inner ℂ (b m) (H1 (b g))
  let F : ι → ℂ := fun m =>
    conj (s m) * v m + conj (v m) * s m + ((e g : ℂ) - e m) * (conj (s m) * s m)
  have parseval : ∀ x y : V,
      ∑ m, conj (inner ℂ (b m) x) * inner ℂ (b m) y = inner ℂ x y := by
    intro x y
    simp only [inner_conj_symm]
    exact b.sum_inner_mul_inner x y
  -- completeness turns the sum over all states into expectation values
  have hsum : ∑ m, F m = inner ℂ (S (b g)) (H1 (b g)) + inner ℂ (H1 (b g)) (S (b g)) +
      (e g : ℂ) * inner ℂ (S (b g)) (S (b g)) - inner ℂ (S (b g)) (H0 (S (b g))) := by
    rw [← parseval (S (b g)) (H1 (b g)), ← parseval (H1 (b g)) (S (b g)),
      ← parseval (S (b g)) (S (b g)), ← parseval (S (b g)) (H0 (S (b g))), Finset.mul_sum,
      ← Finset.sum_add_distrib, ← Finset.sum_add_distrib, ← Finset.sum_sub_distrib]
    refine Finset.sum_congr rfl fun m _ => ?_
    rw [bra_eigen hH]
    simp only [F, s, v]
    ring
  have hind : inner ℂ (b g) (induced H0 H1 S (b g)) = -∑ m, F m := by
    rw [hsum]
    simp only [induced, comm, LinearMap.add_apply, LinearMap.sub_apply, LinearMap.smul_apply,
      Module.End.mul_apply, hH, map_sub, map_smul, inner_add_right, inner_sub_right,
      inner_smul_right, bra_eigen hH]
    linear_combination hS (b g) (H1 (b g)) + h1 (b g) (S (b g))
      + (e g : ℂ) * hS (b g) (S (b g)) - hS (b g) (H0 (S (b g)))
  -- the state g itself does not contribute
  have hFg : F g = 0 := by
    have hv : conj (v g) = v g := by
      simp only [v, inner_conj_symm]
      exact h1 (b g) (b g)
    have hs : conj (s g) = -s g := by
      simp only [s, inner_conj_symm]
      exact hS (b g) (b g)
    simp only [F, hv, hs]
    ring
  rw [hind, neg_neg, ← Finset.add_sum_erase univ F (Finset.mem_univ g), hFg, zero_add]
  unfold secondOrder
  rw [← Finset.sum_sub_distrib, Complex.ofReal_sum]
  refine Finset.sum_congr rfl fun m hm => ?_
  -- the energy denominators cancel state by state
  have hd : (e g : ℂ) - e m ≠ 0 := by
    rw [sub_ne_zero]
    exact_mod_cast (hg m (Finset.ne_of_mem_erase hm)).symm
  rw [rotated_coupling hH]
  push_cast
  rw [← Complex.conj_mul', ← Complex.conj_mul']
  change conj (v m + ((e g : ℂ) - e m) * s m) * (v m + ((e g : ℂ) - e m) * s m) /
    ((e g : ℂ) - e m) - conj (v m) * v m / ((e g : ℂ) - e m) = F m
  simp only [F, map_add, map_mul, map_sub, Complex.conj_ofReal]
  field_simp
  ring

/-- Let the basis states be eigenstates of `H0` with real energies. For a non-degenerate level,
Hermitian `H1` and anti-Hermitian `S`, the total second-order energy is unchanged when `H1` becomes
`H1'` and `H2` also receives the induced operator. -/
theorem consistent_second_order {b : OrthonormalBasis ι ℂ V} {e : ι → ℝ}
    {H0 H1 S : Module.End ℂ V} {g : ι} (hH : ∀ m, H0 (b m) = (e m : ℂ) • b m)
    (hg : ∀ m, m ≠ g → e m ≠ e g) (h1 : LinearMap.IsSymmetric H1)
    (hS : ∀ x y, inner ℂ (S x) y = -inner ℂ x (S y)) (H2 : Module.End ℂ V) :
    (secondOrder b e g (rotated H0 H1 S) : ℂ) +
        inner ℂ (b g) ((H2 + induced H0 H1 S) (b g)) =
      (secondOrder b e g H1 : ℂ) + inner ℂ (b g) (H2 (b g)) := by
  have h := second_order_shift hH hg h1 hS
  rw [Complex.ofReal_sub] at h
  rw [LinearMap.add_apply, inner_add_right]
  linear_combination h

/-- The operator on two-level states given by a complex two-by-two matrix. -/
def op (M : Matrix (Fin 2) (Fin 2) ℂ) : Module.End ℂ (EuclideanSpace ℂ (Fin 2)) where
  toFun x := WithLp.toLp 2 (M *ᵥ x.ofLp)
  map_add' x y := by
    ext i
    fin_cases i <;> simp [Matrix.mulVec, dotProduct, Fin.sum_univ_two] <;> ring
  map_smul' c x := by
    ext i
    fin_cases i <;> simp [Matrix.mulVec, dotProduct, Fin.sum_univ_two] <;> ring

/-- A two-level system with energies 0 and 1, a Hermitian coupling and an anti-Hermitian `S`, in
which the second-order energy of the lower level is -1 for `H1` and -4 for `H1'`. -/
theorem second_order_shift_witness :
    let b := EuclideanSpace.basisFun (Fin 2) ℂ
    let e : Fin 2 → ℝ := ![0, 1]
    let H0 := op !![0, 0; 0, 1]
    let H1 := op !![0, 1; 1, 0]
    let S := op !![0, 1; -1, 0]
    (∀ m, H0 (b m) = (e m : ℂ) • b m) ∧ (∀ m, m ≠ 0 → e m ≠ e 0) ∧
      LinearMap.IsSymmetric H1 ∧ (∀ x y, inner ℂ (S x) y = -inner ℂ x (S y)) ∧
      secondOrder b e 0 H1 = -1 ∧ secondOrder b e 0 (rotated H0 H1 S) = -4 := by
  intro b e H0 H1 S
  have hH : ∀ m, H0 (b m) = (e m : ℂ) • b m := by
    intro m
    ext i
    fin_cases m <;> fin_cases i <;>
      simp [H0, b, e, op, dotProduct, Fin.sum_univ_two]
  have hers : (univ.erase (0 : Fin 2)) = {1} := by decide
  have hv : inner ℂ (b 1) (H1 (b 0)) = 1 := by
    simp [H1, b, op, PiLp.inner_apply, dotProduct, Fin.sum_univ_two]
  have hs : inner ℂ (b 1) (S (b 0)) = -1 := by
    simp [S, b, op, PiLp.inner_apply, dotProduct, Fin.sum_univ_two]
  refine ⟨hH, ?_, ?_, ?_, ?_, ?_⟩
  · intro m hm
    fin_cases m
    · exact absurd rfl hm
    · simp [e]
  · intro x y
    simp [H1, op, PiLp.inner_apply, dotProduct, Fin.sum_univ_two]
    ring
  · intro x y
    simp [S, op, PiLp.inner_apply, dotProduct, Fin.sum_univ_two]
  · rw [secondOrder, hers, Finset.sum_singleton, hv]
    norm_num [e]
  · rw [secondOrder, hers, Finset.sum_singleton, rotated_coupling hH, hv, hs]
    norm_num [e]

end

end FoldyWouthuysenConventions
```

```lean
#print axioms FoldyWouthuysenConventions.rotation_expansion
#print axioms FoldyWouthuysenConventions.first_order_invariant
#print axioms FoldyWouthuysenConventions.second_order_shift
#print axioms FoldyWouthuysenConventions.consistent_second_order
```

```
'FoldyWouthuysenConventions.rotation_expansion' depends on axioms: [propext, Classical.choice, Quot.sound]
'FoldyWouthuysenConventions.first_order_invariant' depends on axioms: [propext, Classical.choice, Quot.sound]
'FoldyWouthuysenConventions.second_order_shift' depends on axioms: [propext, Classical.choice, Quot.sound]
'FoldyWouthuysenConventions.consistent_second_order' depends on axioms: [propext, Classical.choice, Quot.sound]
```

## From the expansion to the couplings

`rotation_expansion` supplies explicit remainder operators `R3` to `R6`, which do not depend on `t`. After `simp only` has multiplied out the product, `module` compares the coefficients. The theorem shows where H1' and K come from; the energy theorems use only their definitions.

`bra_eigen` proves ⟨m, H0 x⟩ = e_m⟨m, x⟩ by expanding x in the basis. It provides the action of H0 to the left, from which `rotated_coupling` obtains v_m + Δ_m s_m. Setting m = g then gives `first_order_invariant`.

## Completeness as a rewriting rule

The central device in `second_order_shift` is Mathlib's `OrthonormalBasis.sum_inner_mul_inner`, the resolution of the identity between two vectors:

Σ_m ⟨x, m⟩⟨m, y⟩ = ⟨x, y⟩.

The local statement `parseval` writes the first factor as the conjugate of ⟨m, x⟩, to match the form of F_m. In `hsum` it is applied from right to left, so that each of the four inner products becomes a sum over states. The sums are merged, and `Finset.sum_congr` reduces the claim to an identity for a single m. In the term with H0, `bra_eigen` produces the factor e_m, which supplies the second half of Δ_m.

This rule needs the full basis, whereas `secondOrder` leaves out g. The step `hFg` closes the gap by proving F_g = 0 from the two symmetry hypotheses, and `Finset.add_sum_erase` separates that term from the full sum.

## Signs and denominators

The step `hind` identifies the full sum with minus the expectation value of K. Its `linear_combination` line lists the four moves of S or H1 across an inner product, each with its coefficient.

What remains is the comparison for each m ≠ g. The hypothesis `hg` gives `hd`, which says that Δ_m is non-zero. `Complex.conj_mul'` replaces squared moduli by products with conjugates, `field_simp` clears the denominators, and `ring` verifies the expression for F_m.

`consistent_second_order` follows by adding the expectation value of H2 to both sides. Finally, `second_order_shift_witness` checks every hypothesis for the two-level example and computes both energies, −1 and −4.
